# Rotating the second spin by φ about z removes the Dzyaloshinskii–Moriya term from J(SxSx + SySy) + D(SxSy − SySx) exactly when J sin φ + D cos φ = 0

Two spins one-half have the Hamiltonian J(SxSx + SySy) + D(SxSy − SySx) + Jz SzSz, where the first factor of each product acts on the first spin and the spin operators are in units of ħ. The D term is the Dzyaloshinskii–Moriya coupling along z. `removes_dm_iff` conjugates this 4×4 Hamiltonian, H ↦ UHU†, by the gate U that acts as diag(1, exp(iφ)) on the second spin, and says that the result has the same form with D = 0, the same Jz and some real exchange J′ if and only if J sin φ + D cos φ = 0. The proof takes the rotated couplings from `pair_rotation`. For the forward direction it compares one spin-flip matrix element, which is (J + iD)/2 for couplings J and D, on the two sides, cancels the 2 and takes imaginary parts; for the converse it puts the vanishing coupling into the rotated Hamiltonian.

In Lean, a first try:

```lean
import Mathlib

open Matrix
open scoped Kronecker

namespace DzyaloshinskiiMoriyaGauge

noncomputable section

/-- The spin-1/2 operator Sx, in units of ħ. -/
def spinX : Matrix (Fin 2) (Fin 2) ℂ := !![0, 1 / 2; 1 / 2, 0]

/-- The spin-1/2 operator Sy, in units of ħ. -/
def spinY : Matrix (Fin 2) (Fin 2) ℂ := !![0, -Complex.I / 2; Complex.I / 2, 0]

/-- The spin-1/2 operator Sz, in units of ħ. -/
def spinZ : Matrix (Fin 2) (Fin 2) ℂ := diagonal ![1 / 2, -1 / 2]

/-- The phases given to spin up and spin down: 1 and exp(iφ). -/
def phase (φ : ℝ) : Fin 2 → ℂ := ![1, Complex.exp (φ * Complex.I)]

/-- The diagonal one-spin matrix diag(1, exp(iφ)). -/
def phaseGate (φ : ℝ) : Matrix (Fin 2) (Fin 2) ℂ := diagonal (phase φ)

/-- The two-spin Hamiltonian J(SxSx + SySy) + D(SxSy - SySx) + Jz SzSz. -/
def pairH (J D Jz : ℝ) : Matrix (Fin 2 × Fin 2) (Fin 2 × Fin 2) ℂ :=
  (J : ℂ) • (spinX ⊗ₖ spinX + spinY ⊗ₖ spinY)
    + (D : ℂ) • (spinX ⊗ₖ spinY - spinY ⊗ₖ spinX) + (Jz : ℂ) • (spinZ ⊗ₖ spinZ)

/-- The phase given to each spin state has modulus one. -/
lemma phase_mul_star (φ : ℝ) (s : Fin 2) : phase φ s * star (phase φ s) = 1 := by
  have h : Complex.exp (φ * Complex.I) * star (Complex.exp (φ * Complex.I)) = 1 := by
    rw [Complex.star_def, Complex.mul_conj, Complex.normSq_eq_norm_sq,
      Complex.norm_exp_ofReal_mul_I]
    norm_num
  fin_cases s
  · simp [phase]
  · exact h

/-- The phase gate rotates Sx and Sy by the angle φ about the z axis and leaves Sz unchanged. -/
theorem phaseGate_rotates (φ : ℝ) :
    phaseGate φ * spinX * (phaseGate φ)ᴴ
        = (Real.cos φ : ℂ) • spinX + (Real.sin φ : ℂ) • spinY ∧
    phaseGate φ * spinY * (phaseGate φ)ᴴ
        = (Real.cos φ : ℂ) • spinY + (-(Real.sin φ : ℂ)) • spinX ∧
    phaseGate φ * spinZ * (phaseGate φ)ᴴ = spinZ := by
  have h : Complex.exp (φ * Complex.I) = (Real.cos φ : ℂ) + (Real.sin φ : ℂ) * Complex.I := by
    rw [Complex.exp_mul_I, Complex.ofReal_cos, Complex.ofReal_sin]
  refine ⟨?_, ?_, ?_⟩
  · simp only [phaseGate, phase, h]
    generalize Real.cos φ = c
    generalize Real.sin φ = s
    ext i j
    fin_cases i <;> fin_cases j <;>
      simp [spinX, spinY, diagonal_conjTranspose, mul_diagonal, diagonal_mul] <;> ring
  · simp only [phaseGate, phase, h]
    generalize Real.cos φ = c
    generalize Real.sin φ = s
    ext i j
    fin_cases i <;> fin_cases j <;>
      simp [spinX, spinY, diagonal_conjTranspose, mul_diagonal, diagonal_mul] <;>
      linear_combination ((s : ℂ) / 2) * Complex.I_sq
  · ext i j
    rw [phaseGate, diagonal_conjTranspose, mul_diagonal, diagonal_mul, Pi.star_apply]
    by_cases hij : i = j
    · subst hij
      linear_combination spinZ i i * phase_mul_star φ i
    · have hz : spinZ i j = 0 := diagonal_apply_ne _ hij
      rw [hz]
      simp

/-- A phase gate on the second spin rotates the pair of couplings (J, D) by the angle φ. -/
theorem pair_rotation (φ J D Jz : ℝ) :
    (1 ⊗ₖ phaseGate φ) * pairH J D Jz * (1 ⊗ₖ phaseGate φ)ᴴ
      = pairH (J * Real.cos φ - D * Real.sin φ) (J * Real.sin φ + D * Real.cos φ) Jz := by
  obtain ⟨hx, hy, hz⟩ := phaseGate_rotates φ
  -- the gate acts on the second tensor factor only
  have hk : ∀ A B : Matrix (Fin 2) (Fin 2) ℂ,
      (1 ⊗ₖ phaseGate φ) * (A ⊗ₖ B) * (1 ⊗ₖ phaseGate φ)ᴴ
        = A ⊗ₖ (phaseGate φ * B * (phaseGate φ)ᴴ) := by
    intro A B
    rw [conjTranspose_kronecker, ← mul_kronecker_mul, ← mul_kronecker_mul,
      conjTranspose_one, one_mul, mul_one]
  simp only [pairH, mul_add, add_mul, mul_sub, sub_mul, mul_smul_comm, smul_mul_assoc,
    hk, hx, hy, hz, kronecker_add, kronecker_smul,
    Complex.ofReal_add, Complex.ofReal_sub, Complex.ofReal_mul]
  module

/-- A phase gate of angle φ on the second spin removes the DM term exactly when
J sin φ + D cos φ = 0. -/
theorem removes_dm_iff (φ J D Jz : ℝ) :
    (∃ J' : ℝ, (1 ⊗ₖ phaseGate φ) * pairH J D Jz * (1 ⊗ₖ phaseGate φ)ᴴ = pairH J' 0 Jz)
      ↔ J * Real.sin φ + D * Real.cos φ = 0 := by
  -- the spin-flip matrix element carries the complex coupling J + iD
  have entry : ∀ a b : ℝ, pairH a b Jz (0, 1) (1, 0) = ((a : ℂ) + b * Complex.I) / 2 := by
    intro a b
    simp [pairH, spinX, spinY, spinZ]
    linear_combination (-(a : ℂ) / 4) * Complex.I_sq
  rw [pair_rotation]
  constructor
  · rintro ⟨J', h⟩
    have h1 := congrFun (congrFun h (0, 1)) (1, 0)
    rw [entry, entry] at h1
    have h2 := congrArg Complex.im (div_left_injective₀ (two_ne_zero' ℂ) h1)
    simpa only [Complex.add_im, Complex.ofReal_im, Complex.im_ofReal_mul, Complex.I_im,
      mul_one, zero_add] using h2
  · intro h
    exact ⟨_, by rw [h]⟩

end

end DzyaloshinskiiMoriyaGauge
```

Messages:

```
Main.lean:104:36: error(lean.unknownIdentifier): Unknown identifier `div_left_injective₀`
```

The mended proof, as a diff:

```diff
@@ -102,7 +102,7 @@
     have h1 := congrFun (congrFun h (0, 1)) (1, 0)
     rw [entry, entry] at h1
-    have h2 := congrArg Complex.im (div_left_injective₀ (two_ne_zero' ℂ) h1)
-    simpa only [Complex.add_im, Complex.ofReal_im, Complex.im_ofReal_mul, Complex.I_im,
-      mul_one, zero_add] using h2
+    have h2 := congrArg Complex.im ((div_left_inj' (two_ne_zero' ℂ)).mp h1)
+    simpa only [Complex.add_im, Complex.mul_im, Complex.ofReal_re, Complex.ofReal_im,
+      Complex.I_re, Complex.I_im, mul_one, mul_zero, add_zero, zero_add] using h2
   · intro h
     exact ⟨_, by rw [h]⟩
```

What went wrong. The one message says that Lean knows nothing by the name `div_left_injective₀`. The proof called on it to cancel the common divisor 2 in `h1`, an equation between two complex numbers each divided by 2. With no such lemma in reach, that step could not be made.

The repair uses `div_left_inj'`, which says that for a nonzero divisor two quotients are equal if and only if their numerators are. Since this is an equivalence, `.mp` is needed to take the direction from quotients to numerators. The proof that 2 is nonzero, `two_ne_zero' ℂ`, is kept.

The diff also changes the `simpa only` call that follows. In place of `Complex.im_ofReal_mul`, which gives the imaginary part of a real number times a complex one, it uses the general product rule `Complex.mul_im`, with further lemmas to evaluate and clear the extra terms that this rule brings. The message reports no fault in the old list, so it gives no sign that this second change was needed.
